# A hyperbolic rotation solves the real two-level Bethe-Salpeter problem when |B| < A

Take one electronic transition with resonant element 5 and coupling 3 between excitation and de-excitation. Its Bethe-Salpeter matrix has rows (5, 3) and (−3, −5). Acting on the vector (3, −1), it gives

(5·3 − 3·1, −3·3 + 5·1) = (12, −4) = 4 · (3, −1).

The excitation energy is therefore 4 = √(25 − 9). With the coupling dropped, as in the Tamm-Dancoff approximation, it would be 5.

The normalisation of the full problem is X² − Y² = 1, where X is the excitation amplitude and Y the de-excitation amplitude. Since 3² − 1² = 8, the normalised vector is (3, −1)/√8. It equals (cosh θ, −sinh θ) with θ = (ln 2)/2, and this angle satisfies tanh 2θ = 3/5, the ratio of the two matrix elements.

## Energy, amplitudes and a two-sided error bound

Let A and B be real with |B| < A, and let the matrix have rows (A, B) and (−B, −A). Write

Ω = √(A² − B²).

Exactly one real θ satisfies tanh 2θ = B/A. The amplitudes X = cosh θ and Y = −sinh θ then form an eigenvector with eigenvalue Ω and X² − Y² = 1. The second-order estimate A − B²/(2A) lies above Ω, or equals it when B = 0, and

B⁴/(8A³) ≤ A − B²/(2A) − Ω ≤ B⁴/(2A³).

In the example the estimate is 4.1, so the error is 0.1, between the bounds 0.081 and 0.324.

The condition |B| < A is a stability condition: it makes both A − B and A + B positive. At |B| = A the excitation energy falls to zero.

## Normalisation and cancellation in a solver

For a single real transition, these formulas give reference values against which a full Bethe-Salpeter solver can be compared. If the solver uses the matrix convention above, the comparison includes the sign of Y relative to X. The overall sign of a computed eigenvector is arbitrary, so it is first chosen to make X positive. A general eigensolver often returns vectors of Euclidean length one, here (3, −1)/√10. These have X² − Y² = 0.8 and must be divided by √0.8 before they are used as amplitudes.

The error of the second-order estimate also has a closed form, B⁴/(2A(A + Ω)²), derived below. For small |B|/A it avoids the subtraction of nearly equal energies.

## From the angle to the fourth-order remainder

Since A > |B| ≥ 0, A is positive. Also A² − B² = (A − B)(A + B) > 0, so Ω > 0 and Ω² = A² − B².

Suppose tanh 2θ = B/A, that is, A sinh 2θ = B cosh 2θ. Then

Ω² cosh² 2θ = A² cosh² 2θ − B² cosh² 2θ = A² (cosh² 2θ − sinh² 2θ) = A².

Both A and Ω cosh 2θ are positive, so they are equal. Substituting this into the angle condition and cancelling cosh 2θ gives the second relation:

A = Ω cosh 2θ, B = Ω sinh 2θ.

For existence of the angle, choose x with sinh x = B/Ω. Then cosh² x = 1 + B²/Ω² = A²/Ω², hence cosh x = A/Ω and tanh x = B/A. Set θ = x/2. For uniqueness, two such angles a and b satisfy Ω sinh 2a = B = Ω sinh 2b, and sinh is injective.

Now write C = cosh θ and S = sinh θ. The double-angle formulas give A = Ω(C² + S²) and B = 2ΩCS. With C² − S² = 1, the two rows of the eigenvalue equation are

AC − BS = ΩC(C² − S²) = ΩC,

−BC + AS = −ΩS(C² − S²) = −ΩS.

Conversely, let (X, Y) be an eigenvector with eigenvalue w, X² − Y² = 1 and X > 0. Choose θ with sinh θ = −Y; then cosh θ = X. The rows read AC − BS = wC and −BC + AS = −wS. Multiplying the first by S and the second by C and adding removes w:

2ACS = B(C² + S²).

This is tanh 2θ = B/A. The first row then gives wC = ΩC, so w = Ω.

The Tamm-Dancoff error follows from the formula for A:

A − Ω = Ω(C² + S² − 1) = 2ΩS² = 2ΩY².

For the second-order estimate, use B² = A² − Ω² = (A − Ω)(A + Ω):

A − B²/(2A) − Ω = (A − Ω)²/(2A) = B⁴/(2A(A + Ω)²).

Because 0 < Ω ≤ A, the factor (A + Ω)² lies between A² and 4A², which gives the two bounds.

The same algebra yields the negative-energy partner: the swapped vector (−sinh θ, cosh θ) has eigenvalue −Ω and X² − Y² = −1. This partner is a by-hand addition to what the file below proves.

## The two-level problem in Lean

```lean
import Mathlib

open Matrix

namespace TammDancoffTwoLevel

noncomputable section

/-- The Bethe-Salpeter matrix of one transition, with resonant element `A` and
coupling `B` between excitation and de-excitation. -/
def bseMatrix (A B : ℝ) : Matrix (Fin 2) (Fin 2) ℝ := !![A, B; -B, -A]

/-- The excitation energy `√(A² - B²)` of the full problem, for `|B| ≤ A`. -/
def fullEnergy (A B : ℝ) : ℝ := Real.sqrt (A ^ 2 - B ^ 2)

/-- The amplitudes `(X, Y) = (cosh θ, -sinh θ)` produced by a hyperbolic rotation. -/
def mode (θ : ℝ) : Fin 2 → ℝ := ![Real.cosh θ, -Real.sinh θ]

/-- For `|B| < A` the full excitation energy is positive and its square is `A² - B²`. -/
theorem fullEnergy_pos_sq {A B : ℝ} (h : |B| < A) :
    0 < fullEnergy A B ∧ fullEnergy A B ^ 2 = A ^ 2 - B ^ 2 := by
  obtain ⟨h1, h2⟩ := abs_lt.mp h
  have hp : 0 < A ^ 2 - B ^ 2 := by
    nlinarith [mul_pos (show 0 < A - B by linarith) (show 0 < A + B by linarith)]
  exact ⟨Real.sqrt_pos.mpr hp, Real.sq_sqrt hp.le⟩

/-- For `|B| < A` and `tanh 2θ = B/A`, the matrix elements are
`A = Ω cosh 2θ` and `B = Ω sinh 2θ`, where `Ω` is the full excitation energy. -/
theorem hyperbolic_form {A B θ : ℝ} (h : |B| < A) (hθ : Real.tanh (2 * θ) = B / A) :
    A = fullEnergy A B * Real.cosh (2 * θ) ∧ B = fullEnergy A B * Real.sinh (2 * θ) := by
  have hA : 0 < A := (abs_nonneg B).trans_lt h
  obtain ⟨hΩ, hsq⟩ := fullEnergy_pos_sq h
  have hc := Real.cosh_pos (2 * θ)
  have hcs := Real.cosh_sq (2 * θ)
  rw [Real.tanh_eq_sinh_div_cosh, div_eq_div_iff hc.ne' hA.ne'] at hθ
  -- compare squares of two positive numbers
  have e : A ^ 2 = (fullEnergy A B * Real.cosh (2 * θ)) ^ 2 := by
    rw [mul_pow, hsq]
    linear_combination (-A ^ 2) * hcs
      - (Real.sinh (2 * θ) * A + B * Real.cosh (2 * θ)) * hθ
  have h1 := (sq_eq_sq₀ hA.le (mul_pos hΩ hc).le).mp e
  refine ⟨h1, mul_right_cancel₀ hc.ne' ?_⟩
  linear_combination Real.sinh (2 * θ) * h1 - hθ

/-- For `|B| < A` exactly one rotation angle satisfies `tanh 2θ = B/A`. -/
theorem existsUnique_angle {A B : ℝ} (h : |B| < A) :
    ∃! θ : ℝ, Real.tanh (2 * θ) = B / A := by
  obtain ⟨hΩ, hsq⟩ := fullEnergy_pos_sq h
  have hA : 0 < A := (abs_nonneg B).trans_lt h
  apply existsUnique_of_exists_of_unique
  · -- the angle is half of arsinh (B / Ω)
    obtain ⟨x, hs⟩ := Real.sinh_surjective (B / fullEnergy A B)
    have hne : A ^ 2 - B ^ 2 ≠ 0 := by
      rw [← hsq]
      exact (pow_pos hΩ 2).ne'
    have hc : Real.cosh x = A / fullEnergy A B := by
      refine (sq_eq_sq₀ (Real.cosh_pos x).le (div_pos hA hΩ).le).mp ?_
      rw [Real.cosh_sq, hs, div_pow, div_pow, hsq, eq_div_iff hne, add_mul,
        div_mul_cancel₀ _ hne]
      ring
    refine ⟨x / 2, ?_⟩
    have e : 2 * (x / 2) = x := by ring
    rw [e, Real.tanh_eq_sinh_div_cosh, hs, hc, div_div_div_cancel_right₀ hΩ.ne']
  · intro a b ha hb
    have e := (hyperbolic_form h ha).2.symm.trans (hyperbolic_form h hb).2
    have e' := Real.sinh_injective (mul_left_cancel₀ hΩ.ne' e)
    linarith

/-- The eigenvalue equation of the Bethe-Salpeter matrix, written out for the
amplitudes `X = v 0` and `Y = v 1`. -/
theorem eigen_iff (A B w : ℝ) (v : Fin 2 → ℝ) :
    bseMatrix A B *ᵥ v = w • v ↔
      A * v 0 + B * v 1 = w * v 0 ∧ -B * v 0 + -A * v 1 = w * v 1 := by
  simp [funext_iff, Fin.forall_fin_two, bseMatrix, dotProduct, Fin.sum_univ_two]

/-- For `|B| < A` and `tanh 2θ = B/A`, the amplitudes `(cosh θ, -sinh θ)` solve the
full problem with energy `√(A² - B²)`. -/
theorem mode_eigen {A B θ : ℝ} (h : |B| < A) (hθ : Real.tanh (2 * θ) = B / A) :
    bseMatrix A B *ᵥ mode θ = fullEnergy A B • mode θ := by
  obtain ⟨h1, h2⟩ := hyperbolic_form h hθ
  have hcs := Real.cosh_sq θ
  have m0 : mode θ 0 = Real.cosh θ := rfl
  have m1 : mode θ 1 = -Real.sinh θ := rfl
  rw [Real.cosh_two_mul] at h1
  rw [Real.sinh_two_mul] at h2
  rw [eigen_iff, m0, m1]
  constructor
  · linear_combination Real.cosh θ * h1 - Real.sinh θ * h2
      + fullEnergy A B * Real.cosh θ * hcs
  · linear_combination Real.sinh θ * h1 - Real.cosh θ * h2
      - fullEnergy A B * Real.sinh θ * hcs

/-- Conversely, for `|B| < A`, every real eigenvector with `X² - Y² = 1` and `X > 0` has
energy `√(A² - B²)` and is `(cosh θ, -sinh θ)` with `tanh 2θ = B/A`. -/
theorem eigenvector_is_mode {A B w : ℝ} {v : Fin 2 → ℝ} (h : |B| < A)
    (hnorm : v 0 ^ 2 - v 1 ^ 2 = 1) (hpos : 0 < v 0)
    (hv : bseMatrix A B *ᵥ v = w • v) :
    w = fullEnergy A B ∧ ∃ θ : ℝ, Real.tanh (2 * θ) = B / A ∧ v = mode θ := by
  have hA : 0 < A := (abs_nonneg B).trans_lt h
  -- parametrise the hyperbola X² - Y² = 1
  obtain ⟨θ, hs⟩ := Real.sinh_surjective (-v 1)
  have hc : Real.cosh θ = v 0 := by
    refine (sq_eq_sq₀ (Real.cosh_pos θ).le hpos.le).mp ?_
    rw [Real.cosh_sq, hs]
    linear_combination -hnorm
  have hy : v 1 = -Real.sinh θ := by linarith
  have hm : v = mode θ := funext (Fin.forall_fin_two.mpr ⟨hc.symm, hy⟩)
  obtain ⟨e1, e2⟩ := (eigen_iff A B w v).mp hv
  rw [← hc, hy] at e1 e2
  -- eliminating the energy fixes the angle
  have ht : Real.tanh (2 * θ) = B / A := by
    rw [Real.tanh_eq_sinh_div_cosh, div_eq_div_iff (Real.cosh_pos _).ne' hA.ne',
      Real.sinh_two_mul, Real.cosh_two_mul]
    linear_combination Real.sinh θ * e1 + Real.cosh θ * e2
  have e3 := ((eigen_iff A B _ _).mp (mode_eigen h ht)).1
  rw [← hm, ← hc, hy] at e3
  exact ⟨mul_right_cancel₀ (Real.cosh_pos θ).ne' (e1.symm.trans e3), θ, ht, hm⟩

/-- For `|B| < A` and `tanh 2θ = B/A`, the Tamm-Dancoff energy `A` exceeds the full
energy `Ω` by `2 Ω Y²`, where `Y = -sinh θ` is the de-excitation amplitude. -/
theorem tammDancoff_error {A B θ : ℝ} (h : |B| < A)
    (hθ : Real.tanh (2 * θ) = B / A) :
    A - fullEnergy A B = 2 * fullEnergy A B * mode θ 1 ^ 2 := by
  have h1 := (hyperbolic_form h hθ).1
  have m1 : mode θ 1 = -Real.sinh θ := rfl
  rw [Real.cosh_two_mul] at h1
  rw [m1]
  linear_combination h1 + fullEnergy A B * Real.cosh_sq θ

/-- For `|B| < A`, the second-order estimate `A - B²/(2A)` exceeds the full energy `Ω`
by exactly `B⁴ / (2A (A + Ω)²)`. -/
theorem second_order_remainder {A B : ℝ} (h : |B| < A) :
    A - B ^ 2 / (2 * A) - fullEnergy A B
      = B ^ 4 / (2 * A * (A + fullEnergy A B) ^ 2) := by
  have hA : 0 < A := (abs_nonneg B).trans_lt h
  obtain ⟨hΩ, hsq⟩ := fullEnergy_pos_sq h
  have h2A : 2 * A ≠ 0 := by positivity
  have h1 : A - B ^ 2 / (2 * A) - fullEnergy A B
      = (A - fullEnergy A B) ^ 2 / (2 * A) := by
    rw [eq_div_iff h2A]
    have q : B ^ 2 / (2 * A) * (2 * A) = B ^ 2 := div_mul_cancel₀ _ h2A
    linear_combination -q - hsq
  have hd : 2 * A * (A + fullEnergy A B) ^ 2 ≠ 0 :=
    mul_ne_zero h2A (pow_pos (add_pos hA hΩ) 2).ne'
  rw [h1, div_eq_div_iff h2A hd]
  linear_combination (-2 * A * (A ^ 2 - fullEnergy A B ^ 2 + B ^ 2)) * hsq

/-- For `|B| < A` there is a unique angle with `tanh 2θ = B/A`; its amplitudes solve the
full problem with energy `Ω = √(A² - B²)` and `X² - Y² = 1`; and `A - B²/(2A) - Ω` lies
between `B⁴/(8A³)` and `B⁴/(2A³)`. -/
theorem full_problem_solution {A B : ℝ} (h : |B| < A) :
    (∃! θ : ℝ, Real.tanh (2 * θ) = B / A) ∧
    (∀ θ : ℝ, Real.tanh (2 * θ) = B / A →
      bseMatrix A B *ᵥ mode θ = fullEnergy A B • mode θ ∧
      mode θ 0 ^ 2 - mode θ 1 ^ 2 = 1) ∧
    B ^ 4 / (8 * A ^ 3) ≤ A - B ^ 2 / (2 * A) - fullEnergy A B ∧
    A - B ^ 2 / (2 * A) - fullEnergy A B ≤ B ^ 4 / (2 * A ^ 3) := by
  have hA : 0 < A := (abs_nonneg B).trans_lt h
  obtain ⟨hΩ, hsq⟩ := fullEnergy_pos_sq h
  have hle : fullEnergy A B ≤ A :=
    (sq_le_sq₀ hΩ.le hA.le).mp (by linarith [sq_nonneg B])
  have hB : 0 ≤ B ^ 4 := by positivity
  refine ⟨existsUnique_angle h, fun θ hθ => ⟨mode_eigen h hθ, ?_⟩, ?_, ?_⟩
  · have m0 : mode θ 0 = Real.cosh θ := rfl
    have m1 : mode θ 1 = -Real.sinh θ := rfl
    rw [m0, m1]
    linear_combination Real.cosh_sq θ
  · -- Ω ≤ A bounds the denominator from above
    rw [second_order_remainder h]
    have k : (A + fullEnergy A B) ^ 2 ≤ (2 * A) ^ 2 :=
      pow_le_pow_left₀ (by linarith) (by linarith) 2
    refine div_le_div_of_nonneg_left hB
      (mul_pos (by linarith) (pow_pos (add_pos hA hΩ) 2)) ?_
    nlinarith [mul_le_mul_of_nonneg_left k hA.le]
  · -- Ω > 0 bounds it from below
    rw [second_order_remainder h]
    have k : A ^ 2 ≤ (A + fullEnergy A B) ^ 2 :=
      pow_le_pow_left₀ hA.le (by linarith) 2
    refine div_le_div_of_nonneg_left hB (by positivity) ?_
    nlinarith [mul_le_mul_of_nonneg_left k hA.le]

end

end TammDancoffTwoLevel
```

```lean
#print axioms TammDancoffTwoLevel.eigenvector_is_mode
-- 'TammDancoffTwoLevel.eigenvector_is_mode' depends on axioms: [propext, Classical.choice, Quot.sound]
#print axioms TammDancoffTwoLevel.tammDancoff_error
-- 'TammDancoffTwoLevel.tammDancoff_error' depends on axioms: [propext, Classical.choice, Quot.sound]
#print axioms TammDancoffTwoLevel.full_problem_solution
-- 'TammDancoffTwoLevel.full_problem_solution' depends on axioms: [propext, Classical.choice, Quot.sound]
```

## What the theorems say about the amplitudes and energies

`bseMatrix A B` is the matrix with the sign convention used above, and `fullEnergy A B` is Ω. The vector `mode θ` holds the amplitudes, with X at index 0 and Y at index 1. The product `*ᵥ` applies the matrix to a vector, and `•` multiplies a vector by a number.

The theorem `full_problem_solution` assumes only `|B| < A` and has four parts: a unique angle, written `∃!`; the eigenvector equation and normalisation for any angle satisfying the condition; the lower error bound; and the upper error bound. The converse is `eigenvector_is_mode`, where `0 < v 0` fixes the overall sign that the normalisation leaves free. The Tamm-Dancoff energy appears simply as `A` in `tammDancoff_error`.

## How the lemmas carry the algebra

`fullEnergy_pos_sq` supplies the positivity and the square of Ω. `hyperbolic_form` compares the squares of two positive numbers through `sq_eq_sq₀`, then cancels cosh 2θ. `existsUnique_angle` uses surjectivity of sinh for existence and injectivity for uniqueness.

`eigen_iff` turns the matrix equation into its two rows. `mode_eigen` inserts the double-angle formulas and closes each row with `linear_combination`, which checks that the goal is the stated combination of known equations. In `eigenvector_is_mode`, the combination `Real.sinh θ * e1 + Real.cosh θ * e2` is the elimination of w carried out above.

`second_order_remainder` first reaches (A − Ω)²/(2A) and then the closed form. The final theorem bounds the denominator from each side and converts this into bounds on the quotient with `div_le_div_of_nonneg_left`.

## One real transition with given matrix elements

The results concern a single transition with real A and B, both taken as input. How these numbers arise from quasiparticle energies and a screened interaction is not modelled, and `|B| < A` is assumed, so a code must check it for its own data. Several coupled transitions, complex matrix elements and a frequency-dependent kernel are not covered. The equalities and bounds are for real numbers; rounding error in a floating-point implementation needs its own estimate.
